# All nested-commutator sums up to order N from at most N³ commutators

In the Douglas–Kroll–Hess (DKH) approach, unitary transformations remove the coupling between the electronic and positronic parts of a Dirac Hamiltonian, order by order in the external potential. The free-particle Foldy–Wouthuysen transformation comes first and removes the coupling of zeroth order. Suppose that the remaining transformation is a single exponential \(e^{W}\), with \(W=W_1+W_2+\dots\) and \(W_k\) of order \(k\). A zeroth-order operator \(E\) then becomes

\[
e^{W}Ee^{-W}=E+[W,E]+\tfrac1{2!}[W,[W,E]]+\dots
\]

At order 3 this contains \([W_3,E]\), \([W_1,[W_2,E]]\), \([W_2,[W_1,E]]\) and \([W_1,[W_1,[W_1,E]]]\), one term for each ordered way of writing 3 as a sum of positive integers. Such ordered sums are called compositions, and their number doubles with each order from order 1 on. A table of partial sums avoids treating them one by one.

## The table and the terms it sums

```lean
import Mathlib

open Finset

namespace DKHCommutatorTable

noncomputable section

variable {R : Type*} [Ring R]
```

`Ring R` says that the operators can be added, subtracted and multiplied, not necessarily commutatively. Matrices in a finite basis are the usual example.

```lean
/-- The commutator `[a, b] = a b - b a`. -/
def comm (a b : R) : R := a * b - b * a
```

This is the commutator \([a,b]=ab-ba\).

```lean
/-- The table `C(n, m)`: total order `n` in the perturbation, `m` commutators deep,
built by the recursion `C(n, m+1) = ∑ₖ [Wₖ, C(n-k, m)]` with `k` from 1 to `n`. -/
def table (W : ℕ → R) (E : R) : ℕ → ℕ → R
  | n, 0 => if n = 0 then E else 0
  | n, m + 1 => ∑ k ∈ Icc 1 n, comm (W k) (table W E (n - k) m)
```

The entry \(C(n,m)\) is `table W E n m`, with \(n\) the order and \(m\) the number of commutators:

\[
C(0,0)=E,\qquad C(n,0)=0\ (n>0),\qquad C(n,m+1)=\sum_{k=1}^{n}[W_k,C(n-k,m)].
\]

The \(W_k\) are given as a function `W`, whose value at 0 is never used. They are arbitrary: the condition that they decouple the Hamiltonian is not imposed.

```lean
/-- The nested commutator `[W_{k₁}, [W_{k₂}, …, E]]` for a list of orders `k₁, k₂, …`. -/
def nested (W : ℕ → R) (E : R) : List ℕ → R
  | [] => E
  | k :: l => comm (W k) (nested W E l)
```

A list \(k_1,k_2,\dots,k_m\) is turned into \([W_{k_1},[W_{k_2},\dots,[W_{k_m},E]]]\). The empty list gives \(E\), and `k :: l` is the list with first entry `k` and remainder `l`.

```lean
/-- The lists of `m` positive orders with sum `n`, generated by choosing the first order. -/
def words : ℕ → ℕ → Finset (List ℕ)
  | n, 0 => if n = 0 then {[]} else ∅
  | n, m + 1 => (Icc 1 n).biUnion fun k => (words (n - k) m).image (List.cons k)
```

`words n (m + 1)` generates lists of orders by choosing the first entry \(k\), then a list of \(m\) entries with sum \(n-k\). This is the same splitting as in the recursion for \(C\).

```lean
/-- A list is generated by `words n m` exactly when it has `m` entries, all positive,
with sum `n`. -/
theorem mem_words (l : List ℕ) (n m : ℕ) :
    l ∈ words n m ↔ l.length = m ∧ (∀ k ∈ l, 0 < k) ∧ l.sum = n := by
  induction m generalizing n l with
  | zero =>
    by_cases h : n = 0
    · subst h
      simp only [words, if_true, mem_singleton]
      constructor
      · rintro rfl
        simp
      · rintro ⟨h0, _⟩
        exact List.length_eq_zero_iff.mp h0
    · constructor
      · intro hl
        simp [words, h] at hl
      · rintro ⟨h0, _, hs⟩
        have hnil := List.length_eq_zero_iff.mp h0
        subst hnil
        exact absurd (by simpa using hs.symm) h
  | succ m ih =>
    simp only [words, mem_biUnion, mem_image, mem_Icc]
    constructor
    · rintro ⟨k, ⟨hk1, hkn⟩, l', hl', rfl⟩
      obtain ⟨h1, h2, h3⟩ := (ih _ _).mp hl'
      refine ⟨by simp [h1], ?_, by rw [List.sum_cons, h3]; omega⟩
      intro j hj
      rcases List.mem_cons.mp hj with rfl | hj
      · omega
      · exact h2 j hj
    · rintro ⟨h1, h2, h3⟩
      cases l with
      | nil => simp at h1
      | cons k l' =>
        rw [List.sum_cons] at h3
        have hk := h2 k (by simp)
        exact ⟨k, ⟨hk, by omega⟩, l', (ih _ _).mpr ⟨by simpa using h1,
          fun j hj => h2 j (List.mem_cons_of_mem _ hj), by omega⟩, rfl⟩
```

The generated lists are exactly those with \(m\) positive entries and sum \(n\). The proof is by induction on \(m\): removing the first entry \(k\) leaves a list with one entry fewer and sum \(n-k\), and putting it back reverses the step.

```lean
/-- The table entry `C(n, m)` is the sum of nested commutators over the lists of `m`
positive orders with sum `n`. -/
theorem table_eq_sum_words (W : ℕ → R) (E : R) (n m : ℕ) :
    table W E n m = ∑ l ∈ words n m, nested W E l := by
  induction m generalizing n with
  | zero => by_cases h : n = 0 <;> simp [table, words, nested, h]
  | succ m ih =>
    rw [table, words, sum_biUnion]
    · -- the outermost commutator is linear in its second argument
      refine sum_congr rfl fun k _ => ?_
      rw [sum_image (by intro a _ b _ h; exact (List.cons.inj h).2), ih]
      simp only [nested, comm, mul_sum, sum_mul, sum_sub_distrib]
    · -- lists with different first orders are different
      intro a _ b _ hab
      change Disjoint _ _
      refine Finset.disjoint_left.mpr fun l h1 h2 => hab ?_
      obtain ⟨x, _, rfl⟩ := mem_image.mp h1
      obtain ⟨y, _, hy⟩ := mem_image.mp h2
      exact (List.cons.inj hy).1.symm
```

For \(m=0\), both sides are \(E\) if \(n=0\) and zero otherwise. For the induction step, write \(X(l)\) for the nested commutator of a list \(l\). Linearity of the commutator gives

\[
C(n,m+1)=\sum_{k=1}^{n}\Big[W_k,\sum_{l}X(l)\Big]=\sum_{k=1}^{n}\sum_{l}[W_k,X(l)],
\]

where \(l\) runs over `words (n - k) m`. Each term on the right is the nested commutator of `k :: l`. Lists with different first entries differ, so no list is counted twice; `sum_biUnion` needs exactly this disjointness.

```lean
/-- Main theorem: `C(n, m)` is the sum of the nested commutators
`[W_{k₁}, […, [W_{kₘ}, E]]]` over all compositions `n = k₁ + … + kₘ` into `m` parts. -/
theorem table_eq_sum_compositions (W : ℕ → R) (E : R) (n m : ℕ) :
    table W E n m = ∑ c : Composition n with c.length = m, nested W E c.blocks := by
  rw [table_eq_sum_words]
  symm
  refine sum_bij (fun c _ => c.blocks) ?_ ?_ ?_ ?_
  · intro c hc
    exact (mem_words _ _ _).mpr
      ⟨(mem_filter.mp hc).2, fun k hk => c.blocks_pos hk, c.blocks_sum⟩
  · intro a _ b _ h
    exact Composition.ext h
  · intro l hl
    obtain ⟨h1, h2, h3⟩ := (mem_words _ _ _).mp hl
    exact ⟨⟨l, fun {i} hi => h2 i hi, h3⟩, mem_filter.mpr ⟨mem_univ _, h1⟩, rfl⟩
  · intros
    rfl
```

This is the main result. Mathlib's `Composition n` is a list of positive integers, `blocks`, with sum \(n\). The proof matches these lists one to one with `words`. At order 2, for example, \(C(2,1)=[W_2,E]\) and \(C(2,2)=[W_1,[W_1,E]]\).

## Counting terms and reading them by order

```lean
/-- At order `n + 1` the compositions, counted over all numbers of parts `m`,
number `2 ^ n`. -/
theorem card_compositions (n : ℕ) :
    ∑ m ∈ range (n + 2),
      (univ.filter fun c : Composition (n + 1) => c.length = m).card = 2 ^ n := by
  have h := composition_card (n + 1)
  rw [Nat.add_sub_cancel] at h
  rw [← h, ← Finset.card_univ]
  exact (card_eq_sum_card_fiberwise (f := Composition.length) (fun c _ =>
    mem_coe.mpr (mem_range.mpr (Nat.lt_succ_of_le c.length_le)))).symm
```

Place \(n+1\) units in a row. Each of the \(n\) gaps is either cut or left alone, which gives \(2^n\) compositions. Mathlib supplies this count, and the proof sorts the compositions by length, from 0 to \(n+1\).

```lean
/-- An entry with more commutators than its order, `m > n`, vanishes. -/
theorem table_eq_zero (W : ℕ → R) (E : R) {n m : ℕ} (h : n < m) : table W E n m = 0 := by
  rw [table_eq_sum_compositions]
  refine sum_eq_zero fun c hc => ?_
  have h1 := (mem_filter.mp hc).2
  have h2 := c.length_le
  omega
```

Positive parts with sum \(n\) number at most \(n\), so the sum is empty when \(m>n\). Without the hypothesis \(n<m\) the claim can fail, for example at \(n=m=1\) with an anti-Hermitian \(W_1\) and a Hermitian \(E\):

\[
W_1=\begin{pmatrix}0&1\\-1&0\end{pmatrix},\quad E=\begin{pmatrix}1&0\\0&0\end{pmatrix},\qquad C(1,1)=[W_1,E]=\begin{pmatrix}0&-1\\-1&0\end{pmatrix}\neq0.
\]

```lean
/-- The generator `W(t) = W₁ t + W₂ t² + …` as a formal series in the perturbation
parameter `t`. -/
def generator (W : ℕ → R) : PowerSeries R :=
  PowerSeries.mk fun k => if k = 0 then 0 else W k
```

The orders are now tracked by a formal parameter \(t\), with \(W(t)=\sum_{k\ge1}W_kt^k\). Convergence plays no part.

```lean
/-- The order-`n` part of `[W(t), F(t)]` is the sum of `[Wₖ, Fₙ₋ₖ]` over `k` from 1 to `n`. -/
theorem coeff_comm (W : ℕ → R) (F : PowerSeries R) (n : ℕ) :
    PowerSeries.coeff n (comm (generator W) F) =
      ∑ k ∈ Icc 1 n, comm (W k) (PowerSeries.coeff (n - k) F) := by
  have hG : ∀ k, PowerSeries.coeff k (generator W) = if k = 0 then 0 else W k :=
    fun k => PowerSeries.coeff_mk _ _
  have h0 : PowerSeries.coeff 0 (generator W) = 0 := by rw [hG, if_pos rfl]
  have h2 : ∑ p ∈ antidiagonal n,
        PowerSeries.coeff p.1 F * PowerSeries.coeff p.2 (generator W) =
      ∑ p ∈ antidiagonal n,
        PowerSeries.coeff p.2 F * PowerSeries.coeff p.1 (generator W) :=
    (Finset.Nat.sum_antidiagonal_swap (f := fun p : ℕ × ℕ =>
      PowerSeries.coeff p.1 F * PowerSeries.coeff p.2 (generator W))).symm
  rw [comm, map_sub, PowerSeries.coeff_mul, PowerSeries.coeff_mul, h2, ← sum_sub_distrib]
  refine (Finset.Nat.sum_antidiagonal_eq_sum_range_succ (fun i j =>
    PowerSeries.coeff i (generator W) * PowerSeries.coeff j F -
      PowerSeries.coeff j F * PowerSeries.coeff i (generator W)) n).trans ?_
  -- the term k = 0 drops out, since W(t) starts at first order
  refine (sum_subset (s₁ := Icc 1 n) ?_ ?_).symm.trans (sum_congr rfl ?_)
  · intro k hk
    simp only [mem_Icc, mem_range] at *
    omega
  · intro k hk hk'
    have hk0 : k = 0 := by
      simp only [mem_Icc, mem_range] at *
      omega
    subst hk0
    simp only [h0, zero_mul, mul_zero, sub_self]
  · intro k hk
    have hk0 : k ≠ 0 := by
      have := (mem_Icc.mp hk).1
      omega
    simp only [hG, if_neg hk0, comm]
```

Let \(F(t)=\sum_j F_jt^j\). The coefficient of \(t^n\) in \(W(t)F(t)-F(t)W(t)\) is

\[
\sum_{k=0}^{n}(W_kF_{n-k}-F_{n-k}W_k),
\]

with \(W_0\) set to zero. The term \(k=0\) drops out and \(\sum_{k=1}^n[W_k,F_{n-k}]\) remains. In Lean, `sum_antidiagonal_swap` aligns the indices of the two products.

```lean
/-- `C(n, m)` is the order-`n` part of the `m`-fold commutator `[W(t), […, [W(t), E]]]`. -/
theorem coeff_iterated_comm (W : ℕ → R) (E : R) (n m : ℕ) :
    PowerSeries.coeff n ((comm (generator W))^[m]
      (PowerSeries.mk fun j => if j = 0 then E else 0)) = table W E n m := by
  induction m generalizing n with
  | zero => rw [Function.iterate_zero_apply, PowerSeries.coeff_mk, table]
  | succ m ih =>
    rw [Function.iterate_succ_apply', coeff_comm, table]
    exact sum_congr rfl fun k _ => by rw [ih]
```

The notation `^[m]` means "apply \(m\) times". Starting from the constant series \(E\), each further commutator with \(W(t)\) reproduces one step of the recursion, so \(C(n,m)\) is the order-\(n\) part of the \(m\)-fold commutator. The order-\(n\) part of the exponential expansion above is therefore \(\sum_{m=0}^{n}C(n,m)/m!\), with the factorials supplied separately. This covers only the zeroth-order part of the Hamiltonian. The potential, as it stands after the free-particle transformation, is of first order and needs a second table that starts from it in place of \(E\), and the entries \(C(n,m)\) of that table contribute at order \(n+1\). DKH schemes built from a sequence of separate unitary transformations combine their commutators differently.

## The number of commutators

```lean
/-- One new entry from the stored previous row, paired with a counter that increases by
one for each commutator evaluated. -/
def entry (W : ℕ → R) (row : ℕ → R) (n : ℕ) : R × ℕ :=
  ∑ k ∈ Icc 1 n, (comm (W k) (row (n - k)), 1)
```

Each term of the sum is a pair: a commutator and the number 1. Adding the pairs yields the new entry together with the number of commutators used.

```lean
/-- Row-by-row evaluation up to order `N`: row `m` of the table, with the number of
commutators evaluated so far. -/
def sweep (W : ℕ → R) (E : R) (N : ℕ) : ℕ → (ℕ → R) × ℕ
  | 0 => (fun n => if n = 0 then E else 0, 0)
  | m + 1 => (fun n => if n ≤ N then (entry W (sweep W E N m).1 n).1 else 0,
      (sweep W E N m).2 + ∑ n ∈ range (N + 1), (entry W (sweep W E N m).1 n).2)
```

`sweep` builds row \(m+1\) from row \(m\) for orders up to \(N\) and accumulates the counter. Additions are not counted, nor is the running time of Lean itself.

```lean
/-- The row-by-row evaluation returns the table entries `C(n, m)` for all orders `n ≤ N`. -/
theorem sweep_correct (W : ℕ → R) (E : R) (N m n : ℕ) (hn : n ≤ N) :
    (sweep W E N m).1 n = table W E n m := by
  induction m generalizing n with
  | zero => simp only [sweep, table]
  | succ m ih =>
    simp only [sweep, table, if_pos hn, entry, Prod.fst_sum]
    exact sum_congr rfl fun k _ => by rw [ih (n - k) (by omega)]
```

The counted procedure returns the right values for \(n\le N\). By induction on \(m\), an entry of order \(n\) uses only entries of order \(n-k\le N\) from the previous row, and those are already correct.

```lean
/-- Evaluating the rows 1 to `N` up to order `N` takes exactly `N² (N + 1) / 2`
commutators, which is at most `N³`. -/
theorem sweep_cost (W : ℕ → R) (E : R) (N : ℕ) :
    2 * (sweep W E N N).2 = N ^ 2 * (N + 1) ∧ (sweep W E N N).2 ≤ N ^ 3 := by
  have he : ∀ (row : ℕ → R) (n : ℕ), (entry W row n).2 = n := fun row n => by
    simp [entry, Prod.snd_sum]
  -- each row costs 1 + 2 + … + N commutators
  have hrow : ∀ m, 2 * (sweep W E N m).2 = m * (N * (N + 1)) := by
    intro m
    induction m with
    | zero => simp [sweep]
    | succ m ih =>
      have hs := Finset.sum_range_id_mul_two (N + 1)
      rw [Nat.add_sub_cancel] at hs
      simp only [sweep, he]
      nlinarith [hs, ih]
  have h : 2 * (sweep W E N N).2 = N ^ 2 * (N + 1) := by
    rw [hrow N]
    ring
  refine ⟨h, ?_⟩
  rcases Nat.eq_zero_or_pos N with rfl | hN
  · simp [sweep]
  · have hp : N ^ 2 ≤ N ^ 3 := Nat.pow_le_pow_right hN (by norm_num)
    nlinarith [h, hp]

end

end DKHCommutatorTable
```

An entry of order \(n\) takes \(n\) commutators, so a row takes \(0+1+\dots+N=N(N+1)/2\), and \(N\) rows take

\[
\frac{N^2(N+1)}2\le N^3.
\]

For \(N\ge1\) the bound follows from \(N^2\le N^3\); for \(N=0\) both sides vanish. Rows beyond \(N\) contain only zeros up to order \(N\). In the smallest nontrivial case, \(N=1\), the single commutator is \([W_1,E]\).

For a single-exponential expansion with given \(W_k\), the commutator count thus grows cubically, while the number of terms grows exponentially. The count includes commutators with table entries known to be zero. Counted this way, the table takes 75 commutators for the 31 compositions of the orders 1 to 5, and 550 for the 1023 compositions of the orders 1 to 10. Skipping the known zeros, which `sweep` does not do, would lower these counts to 25 and 175.

```lean
#print axioms DKHCommutatorTable.table_eq_sum_compositions
-- 'DKHCommutatorTable.table_eq_sum_compositions' depends on axioms: [propext, Classical.choice, Quot.sound]
#print axioms DKHCommutatorTable.coeff_iterated_comm
-- 'DKHCommutatorTable.coeff_iterated_comm' depends on axioms: [propext, Classical.choice, Quot.sound]
#print axioms DKHCommutatorTable.sweep_correct
-- 'DKHCommutatorTable.sweep_correct' depends on axioms: [propext, Classical.choice, Quot.sound]
#print axioms DKHCommutatorTable.sweep_cost
-- 'DKHCommutatorTable.sweep_cost' depends on axioms: [propext, Classical.choice, Quot.sound]
```
